# Multiplying a trigonometric polynomial by two half-angle cosines raises its degree by at most one

A real trigonometric polynomial of degree at most `R` is here a finite real linear combination of harmonics cos(kt + φ), with k a natural number no greater than `R` and φ any real phase. The lemma says that if f is such a function, then f(t) cos(t/2 + α) cos(t/2 + β) is one of degree at most `R + 1`, for all real α and β. It concerns only functions of a real variable t, which can be read as an angle; no quantum state or Hamiltonian enters. The proof goes by induction over the linear span. For a single harmonic it uses the product-to-sum formula twice, which leaves harmonics of frequency k + 1, k and k − 1, and when k = 0 the evenness of cosine turns frequency −1 into 1.

An attempt in Lean 4 with a fault in it:

```lean
import Mathlib

open Finset Real

namespace MulPairMem

noncomputable section

/-- Real trigonometric polynomials of degree at most `R`: real linear combinations of the
harmonics `cos (k t + φ)` with `k ≤ R` and any phase `φ`. -/
def trigPoly (R : ℕ) : Submodule ℝ (ℝ → ℝ) :=
  Submodule.span ℝ {f | ∃ k : ℕ, k ≤ R ∧ ∃ φ : ℝ, f = fun t => cos (k * t + φ)}

/-- Multiplication by two half-angle cosines raises the degree of a trigonometric polynomial
by at most one. -/
theorem mul_pair_mem {R : ℕ} {f : ℝ → ℝ} (hf : f ∈ trigPoly R) (α β : ℝ) :
    (fun t => f t * (cos (t / 2 + α) * cos (t / 2 + β))) ∈ trigPoly (R + 1) := by
  induction hf using Submodule.span_induction with
  | mem f h =>
    obtain ⟨k, hk, φ, rfl⟩ := h
    have up : (fun t : ℝ => cos (((k : ℝ) + 1) * t + (φ + α + β))) ∈ trigPoly (R + 1) :=
      Submodule.subset_span ⟨k + 1, by omega, _, by simp only [Nat.cast_add, Nat.cast_one]⟩
    have mid : (fun t : ℝ => cos ((k : ℝ) * t + φ)) ∈ trigPoly (R + 1) :=
      Submodule.subset_span ⟨k, by omega, _, rfl⟩
    have down : (fun t : ℝ => cos (((k : ℝ) - 1) * t + (φ - α - β))) ∈ trigPoly (R + 1) := by
      rcases k with _ | k
      · refine Submodule.subset_span ⟨1, by omega, -(φ - α - β), ?_⟩
        funext t
        rw [← Real.cos_neg]
        congr 1
        push_cast
        ring
      · exact Submodule.subset_span ⟨k, by omega, _, by
          simp only [Nat.cast_add, Nat.cast_one, add_sub_cancel_right]⟩
    convert add_mem (add_mem (Submodule.smul_mem _ (1 / 4 : ℝ) up)
      (Submodule.smul_mem _ (1 / 4 : ℝ) down))
      (Submodule.smul_mem _ (cos (α - β) / 2) mid) using 1
    funext t
    simp only [Pi.add_apply, Pi.smul_apply, smul_eq_mul]
    -- product-to-sum formula, used twice
    have pp : ∀ A B : ℝ, cos A * cos B = (cos (A + B) + cos (A - B)) / 2 := by
      intro A B
      rw [Real.cos_add, Real.cos_sub]
      ring
    have h1 := pp (t / 2 + α) (t / 2 + β)
    have h2 := pp (k * t + φ) (t + α + β)
    rw [show t / 2 + α + (t / 2 + β) = t + α + β by ring,
      show t / 2 + α - (t / 2 + β) = α - β by ring] at h1
    rw [show k * t + φ + (t + α + β) = (k + 1) * t + (φ + α + β) by ring,
      show k * t + φ - (t + α + β) = (k - 1) * t + (φ - α - β) by ring] at h2
    linear_combination cos (k * t + φ) * h1 + (1 / 2) * h2
  | zero =>
    simp only [Pi.zero_apply, zero_mul]
    exact (trigPoly (R + 1)).zero_mem
  | add f g _ _ hf hg =>
    convert add_mem hf hg using 1
    funext t
    simp only [Pi.add_apply, add_mul]
  | smul a f _ hf =>
    convert Submodule.smul_mem _ a hf using 1
    funext t
    simp only [Pi.smul_apply, smul_eq_mul, mul_assoc]

end

end MulPairMem
```

Messages:

```
Main.lean:22:49: error: unsolved goals
R : ℕ
f : ℝ → ℝ
α β : ℝ
k : ℕ
hk : k ≤ R
φ : ℝ
⊢ (fun t => cos ((↑k + 1) * t + (φ + α + β))) = fun t => cos ((↑k + 1) * t + ?m.149)
```

After these edits no error is left:

```diff
@@ -20,7 +20,8 @@
     obtain ⟨k, hk, φ, rfl⟩ := h
     have up : (fun t : ℝ => cos (((k : ℝ) + 1) * t + (φ + α + β))) ∈ trigPoly (R + 1) :=
-      Submodule.subset_span ⟨k + 1, by omega, _, by simp only [Nat.cast_add, Nat.cast_one]⟩
+      Submodule.subset_span ⟨k + 1, by omega, φ + α + β, by
+        simp only [Nat.cast_add, Nat.cast_one]⟩
     have mid : (fun t : ℝ => cos ((k : ℝ) * t + φ)) ∈ trigPoly (R + 1) :=
-      Submodule.subset_span ⟨k, by omega, _, rfl⟩
+      Submodule.subset_span ⟨k, by omega, φ, rfl⟩
     have down : (fun t : ℝ => cos (((k : ℝ) - 1) * t + (φ - α - β))) ∈ trigPoly (R + 1) := by
       rcases k with _ | k
@@ -31,5 +32,5 @@
         push_cast
         ring
-      · exact Submodule.subset_span ⟨k, by omega, _, by
+      · exact Submodule.subset_span ⟨k, by omega, φ - α - β, by
           simp only [Nat.cast_add, Nat.cast_one, add_sub_cancel_right]⟩
     convert add_mem (add_mem (Submodule.smul_mem _ (1 / 4 : ℝ) up)
```

The error is in `up`, the membership proof for the harmonic of frequency k + 1. Its phase was written `_`, to be found from the equality proved next, and it appears in the message as the unknown `?m.149`. `simp only` rewrote the cast of `k + 1` to `↑k + 1`, after which the two sides differ only in that `φ + α + β` stands on the left and the unknown on the right. Choosing the phase would finish the proof, but `simp only` does not fill in an unknown that comes from outside its own call, so the goal stayed open.

The repair writes the phase as `φ + α + β`. Once the cast is rewritten the two sides are identical, and `simp only` closes the goal.

The successor case of `down` also left its phase to a `simp only` call, and it now gets `φ - α - β` explicitly; no message reports a failure there. In `mid` the change from `_` to `φ` is mere tidying, since `rfl` can determine the phase by unification.
